# The RPA integrand ln det(1 + Q) − tr Q does not rise when a positive semidefinite Q is strengthened

One convergence test for an RPA correlation energy adds empty states to the non-interacting response χ₀. With real orbitals, their energies and the auxiliary basis all held fixed, each added pair of an occupied and a higher-lying empty state contributes a positive semidefinite term to −χ₀(iω). At each imaginary frequency the integrand should then go down or stay the same, and a rise points to an error.

With interaction v, the correlation energy is

E_c = (1/2π) ∫₀^∞ dω [ln det(1 − vχ₀(iω)) + tr(vχ₀(iω))].

Write X = −χ₀(iω), which is not the excitation amplitude that often bears this letter, and Q = vX. The bracket becomes

f(Q) = ln det(1 + Q) − tr Q.

Below, A ≥ B means that A − B is positive semidefinite. The condition v ≥ 0 says that no charge distribution has negative electrostatic energy; X ≥ 0 says that the density response to a perturbation opposes it. Both are assumed, as is the ordering of the two systems compared. The theorems concern one frequency and real matrices over a finite basis; the step from there to E_c, the frequency integral, is left to the reader.

```lean
import Mathlib

open Matrix

namespace RPAIntegrandMonotone

variable {n : Type*} [Fintype n] [DecidableEq n]
```

`rpaIntegrand` is f. The index type `n` labels the basis functions.

```lean
/-- The RPA correlation integrand `ln det(1 + Q) - tr Q` at one frequency, where `Q` stands for
minus the interaction times the response. Lean defines it for every `Q`, but the logarithm has its
usual meaning only when `det(1 + Q) > 0`. -/
noncomputable def rpaIntegrand (Q : Matrix n n ℝ) : ℝ :=
  Real.log (1 + Q).det - Q.trace
```

## Eigenvalues and square factors

A real symmetric Q equals UΛUᵀ, with U orthogonal and Λ the diagonal matrix of eigenvalues. In Lean, `ᴴ` is the conjugate transpose, here simply the transpose.

```lean
/-- A real symmetric matrix is diagonalised by an orthogonal matrix, with its eigenvalues on the
diagonal. -/
theorem exists_diagonalisation {Q : Matrix n n ℝ} (h : Q.IsHermitian) :
    ∃ U : Matrix n n ℝ, U * Uᴴ = 1 ∧ Q = U * diagonal h.eigenvalues * Uᴴ := by
  refine ⟨(h.eigenvectorUnitary : Matrix n n ℝ),
    Matrix.mem_unitaryGroup_iff.mp h.eigenvectorUnitary.2, ?_⟩
  have hs := h.spectral_theorem
  rw [Unitary.conjStarAlgAut_apply] at hs
  exact hs
```

If Q ≥ 0, the eigenvalues have real square roots. Setting S = √Λ Uᵀ gives

SᵀS = U√Λ√ΛUᵀ = Q.

`Matrix.PosSemidef` includes symmetry, so the diagonalisation applies.

```lean
/-- A positive semidefinite real matrix has a square factor `S` with `Q = Sᴴ S`. -/
theorem exists_factor {Q : Matrix n n ℝ} (h : Q.PosSemidef) :
    ∃ S : Matrix n n ℝ, Q = Sᴴ * S := by
  obtain ⟨U, -, hs⟩ := exists_diagonalisation h.isHermitian
  have hd : diagonal (fun i => √(h.isHermitian.eigenvalues i)) *
      diagonal (fun i => √(h.isHermitian.eigenvalues i)) =
      diagonal h.isHermitian.eigenvalues := by
    rw [diagonal_mul_diagonal]
    congr 1
    funext i
    exact Real.mul_self_sqrt (h.eigenvalues_nonneg i)
  have ht : (diagonal (fun i => √(h.isHermitian.eigenvalues i)))ᴴ =
      diagonal (fun i => √(h.isHermitian.eigenvalues i)) := by simp
  refine ⟨diagonal (fun i => √(h.isHermitian.eigenvalues i)) * Uᴴ, hs.trans ?_⟩
  rw [← hd, conjTranspose_mul, conjTranspose_conjTranspose, ht]
  simp only [Matrix.mul_assoc]
```

## The logarithm below its tangent

Let M be positive definite with eigenvalues mᵢ. Since ln x ≤ x − 1, with equality only at x = 1,

ln det M = Σᵢ ln mᵢ < Σᵢ (mᵢ − 1) = tr(M − 1),

unless every mᵢ is 1, in which case M = UUᵀ = 1. `Finset.sum_lt_sum` needs just that: weak inequality in every term and strict inequality in one.

```lean
/-- For a positive definite matrix other than the identity, `ln det M` lies strictly below
`tr(M - 1)`. -/
theorem log_det_lt_trace {M : Matrix n n ℝ} (hM : M.PosDef) (h1 : M ≠ 1) :
    Real.log M.det < (M - 1).trace := by
  obtain ⟨U, hU, hs⟩ := exists_diagonalisation hM.isHermitian
  -- some eigenvalue differs from one
  have hex : ∃ i, hM.isHermitian.eigenvalues i ≠ 1 := by
    by_contra hc
    have hc' : ∀ i, hM.isHermitian.eigenvalues i = 1 := fun i =>
      by_contra fun hi => hc ⟨i, hi⟩
    have hd : diagonal hM.isHermitian.eigenvalues = (1 : Matrix n n ℝ) := by
      rw [show hM.isHermitian.eigenvalues = fun _ => 1 from funext hc']
      exact diagonal_one
    rw [hd, mul_one, hU] at hs
    exact h1 hs
  have hdet : M.det = ∏ i, hM.isHermitian.eigenvalues i := by
    simpa using hM.isHermitian.det_eq_prod_eigenvalues
  have htr : M.trace = ∑ i, hM.isHermitian.eigenvalues i := by
    simpa using hM.isHermitian.trace_eq_sum_eigenvalues
  have hcard : ∑ i, (hM.isHermitian.eigenvalues i - 1) =
      ∑ i, hM.isHermitian.eigenvalues i - (Fintype.card n : ℝ) := by
    simp [Finset.sum_sub_distrib]
  rw [trace_sub, trace_one, hdet, htr, ← hcard, Real.log_prod]
  · obtain ⟨i, hi⟩ := hex
    exact Finset.sum_lt_sum
      (fun j _ => Real.log_le_sub_one_of_pos (hM.eigenvalues_pos j))
      ⟨i, Finset.mem_univ i, Real.log_lt_sub_one_of_pos (hM.eigenvalues_pos i) hi⟩
  · exact fun i _ => (hM.eigenvalues_pos i).ne'
```

For positive definite A ≠ B, factor A⁻¹ = SᵀS. From SᵀSA = 1 it follows that SASᵀ = 1, because a one-sided inverse of a square matrix is two-sided (`mul_eq_one_comm`). Put M = SBSᵀ. Then

det B = det M · det A,
tr(M − 1) = tr(S(B − A)Sᵀ) = tr(A⁻¹(B − A)).

If M were 1, then BA⁻¹ = 1 and B = A. The previous bound therefore gives

ln det B < ln det A + tr(A⁻¹(B − A)).

```lean
/-- On positive definite matrices, `ln det` lies strictly below its tangent plane at `A`, except
at `A` itself. -/
theorem log_det_lt_tangent {A B : Matrix n n ℝ} (hA : A.PosDef) (hB : B.PosDef) (h : A ≠ B) :
    Real.log B.det < Real.log A.det + (A⁻¹ * (B - A)).trace := by
  have hu : IsUnit A.det := hA.det_pos.ne'.isUnit
  obtain ⟨S, hS⟩ := exists_factor hA.inv.posSemidef
  -- the factor of the inverse turns `A` into the identity
  have h1 : S * A * Sᴴ = 1 := by
    rw [mul_eq_one_comm, ← Matrix.mul_assoc, ← hS, nonsing_inv_mul _ hu]
  have hinj : Function.Injective S.vecMul := by
    intro x y hxy
    have hxy' : x ᵥ* S = y ᵥ* S := hxy
    have h2 : (x ᵥ* S) ᵥ* (A * Sᴴ) = (y ᵥ* S) ᵥ* (A * Sᴴ) := by rw [hxy']
    rw [vecMul_vecMul, vecMul_vecMul, ← Matrix.mul_assoc, h1, vecMul_one, vecMul_one] at h2
    exact h2
  have hM : (S * B * Sᴴ).PosDef := hB.mul_mul_conjTranspose_same hinj
  have hne : S * B * Sᴴ ≠ 1 := by
    intro hc
    rw [Matrix.mul_assoc, mul_eq_one_comm, Matrix.mul_assoc, ← hS] at hc
    apply h
    calc A = B * A⁻¹ * A := by rw [hc, one_mul]
      _ = B := by rw [Matrix.mul_assoc, nonsing_inv_mul _ hu, mul_one]
  have hdet : B.det = (S * B * Sᴴ).det * A.det := by
    have h3 := congrArg Matrix.det h1
    rw [det_mul, det_mul, det_one] at h3
    rw [det_mul, det_mul]
    linear_combination (-B.det) * h3
  have htr : (S * B * Sᴴ - 1).trace = (A⁻¹ * (B - A)).trace := by
    rw [← h1, ← Matrix.sub_mul, ← Matrix.mul_sub, trace_mul_comm, ← Matrix.mul_assoc, ← hS]
  have key := log_det_lt_trace hM hne
  rw [htr] at key
  rw [hdet, Real.log_mul hM.det_pos.ne' hA.det_pos.ne']
  linarith
```

The device behind this step is congruence, B ↦ SBSᵀ, which Mathlib provides as `mul_mul_conjTranspose_same` in two versions. The one for `PosSemidef` accepts any S. The one for `PosDef` also asks that `S.vecMul`, the map x ↦ xS on row vectors, be injective, since a vector sent to zero would spoil definiteness. Here `hinj` supplies this: multiplying xS = yS on the right by ASᵀ gives x = y. The semidefinite version serves in the screening bound and again for products.

## Screening and monotonicity

Let Q ≥ 0, D ≥ 0 and R = (1 + Q)⁻¹. Then

R(Q + Q²)R = R(1 + Q)QR = QR = (1 + Q)R − R = 1 − R,

so 1 − R ≥ 0. With D = SᵀS,

tr D − tr(RD) = tr(S(1 − R)Sᵀ) ≥ 0.

```lean
/-- Screening by `(1 + Q)⁻¹` does not increase the trace of a positive semidefinite `D`, when `Q`
is positive semidefinite. -/
theorem trace_screened_le {Q D : Matrix n n ℝ} (hQ : Q.PosSemidef) (hD : D.PosSemidef) :
    ((1 + Q)⁻¹ * D).trace ≤ D.trace := by
  have hA : (1 + Q).PosDef := PosDef.one.add_posSemidef hQ
  have hu : IsUnit (1 + Q).det := hA.det_pos.ne'.isUnit
  have hl := nonsing_inv_mul _ hu
  have hr := mul_nonsing_inv _ hu
  have hH : ((1 + Q)⁻¹)ᴴ = (1 + Q)⁻¹ := hA.inv.isHermitian.eq
  -- `1 - (1 + Q)⁻¹` is a congruence of `Q + Q²`
  have hid : (1 + Q)⁻¹ * (Q + Qᴴ * Q) * ((1 + Q)⁻¹)ᴴ = 1 - (1 + Q)⁻¹ := by
    rw [hH, hQ.isHermitian.eq]
    calc (1 + Q)⁻¹ * (Q + Q * Q) * (1 + Q)⁻¹
        = ((1 + Q)⁻¹ * (1 + Q)) * Q * (1 + Q)⁻¹ := by noncomm_ring
      _ = (1 + Q) * (1 + Q)⁻¹ - (1 + Q)⁻¹ := by rw [hl]; noncomm_ring
      _ = 1 - (1 + Q)⁻¹ := by rw [hr]
  have hP := (hQ.add (posSemidef_conjTranspose_mul_self Q)).mul_mul_conjTranspose_same (1 + Q)⁻¹
  rw [hid] at hP
  obtain ⟨S, rfl⟩ := exists_factor hD
  have ht := (hP.mul_mul_conjTranspose_same S).trace_nonneg
  rw [Matrix.mul_assoc, trace_mul_comm, Matrix.mul_assoc, Matrix.sub_mul, one_mul,
    trace_sub] at ht
  linarith
```

Now take Q₂ ≥ Q₁ ≥ 0 with Q₁ ≠ Q₂, and set A = 1 + Q₁, B = 1 + Q₂. The tangent and screening bounds combine to

ln det(1 + Q₂) < ln det(1 + Q₁) + tr((1 + Q₁)⁻¹(Q₂ − Q₁))
 ≤ ln det(1 + Q₁) + tr Q₂ − tr Q₁,

which is f(Q₂) < f(Q₁).

```lean
/-- If `Q₁` and `Q₂ - Q₁` are positive semidefinite and `Q₁ ≠ Q₂`, the RPA integrand of `Q₂` is
strictly below that of `Q₁`. -/
theorem rpaIntegrand_strict {Q₁ Q₂ : Matrix n n ℝ} (h₁ : Q₁.PosSemidef)
    (h₂ : (Q₂ - Q₁).PosSemidef) (hne : Q₁ ≠ Q₂) : rpaIntegrand Q₂ < rpaIntegrand Q₁ := by
  have hQ₂ : Q₂.PosSemidef := by
    have h := h₁.add h₂
    rwa [add_sub_cancel] at h
  have ht := log_det_lt_tangent (PosDef.one.add_posSemidef h₁) (PosDef.one.add_posSemidef hQ₂)
    (fun h => hne (add_left_cancel h))
  rw [add_sub_add_left_eq_sub] at ht
  have hs := trace_screened_le h₁ h₂
  rw [trace_sub] at hs
  unfold rpaIntegrand
  linarith
```

Allowing Q₁ = Q₂ gives the weak inequality.

```lean
/-- If `Q₁` and `Q₂ - Q₁` are positive semidefinite, the RPA integrand of `Q₂` is at most that
of `Q₁`. -/
theorem rpaIntegrand_antitone {Q₁ Q₂ : Matrix n n ℝ} (h₁ : Q₁.PosSemidef)
    (h₂ : (Q₂ - Q₁).PosSemidef) : rpaIntegrand Q₂ ≤ rpaIntegrand Q₁ := by
  by_cases h : Q₁ = Q₂
  · rw [h]
  · exact (rpaIntegrand_strict h₁ h₂ h).le
```

## Interaction and response separately

The product vX need not be symmetric, but det(1 + AB) = det(1 + BA) and tr(AB) = tr(BA), so f(AB) = f(BA).

```lean
/-- The RPA integrand of a product does not depend on the order of the two factors. -/
theorem rpaIntegrand_mul_comm (A B : Matrix n n ℝ) :
    rpaIntegrand (A * B) = rpaIntegrand (B * A) := by
  unfold rpaIntegrand
  rw [det_one_add_mul_comm, trace_mul_comm]
```

For W = SᵀS and Z ≥ Y ≥ 0, this gives

f(WZ) = f(SZSᵀ) ≤ f(SYSᵀ) = f(WY).

Strengthening first the response, then the interaction,

f(v₂X₂) ≤ f(v₂X₁) = f(X₁v₂) ≤ f(X₁v₁) = f(v₁X₁).

The inequality is weak here: if v₁ = v₂ = 0, changing X has no effect.

```lean
/-- Let `v` be the interaction and `X` minus the response function. If `v₁`, `v₂ - v₁`, `X₁` and
`X₂ - X₁` are positive semidefinite, the RPA integrand of `v₂ X₂` is at most that of `v₁ X₁`. -/
theorem stronger_interaction_and_response {v₁ v₂ X₁ X₂ : Matrix n n ℝ}
    (hv₁ : v₁.PosSemidef) (hv : (v₂ - v₁).PosSemidef)
    (hX₁ : X₁.PosSemidef) (hX : (X₂ - X₁).PosSemidef) :
    rpaIntegrand (v₂ * X₂) ≤ rpaIntegrand (v₁ * X₁) := by
  -- strengthening one factor while the other, `Sᴴ S`, is fixed
  have step : ∀ {W Y Z : Matrix n n ℝ}, W.PosSemidef → Y.PosSemidef → (Z - Y).PosSemidef →
      rpaIntegrand (W * Z) ≤ rpaIntegrand (W * Y) := by
    intro W Y Z hW hY hZ
    obtain ⟨S, rfl⟩ := exists_factor hW
    rw [Matrix.mul_assoc, Matrix.mul_assoc, rpaIntegrand_mul_comm Sᴴ (S * Z),
      rpaIntegrand_mul_comm Sᴴ (S * Y)]
    apply rpaIntegrand_antitone (hY.mul_mul_conjTranspose_same S)
    rw [← Matrix.sub_mul, ← Matrix.mul_sub]
    exact hZ.mul_mul_conjTranspose_same S
  have hv₂ : v₂.PosSemidef := by
    have h := hv₁.add hv
    rwa [add_sub_cancel] at h
  calc rpaIntegrand (v₂ * X₂) ≤ rpaIntegrand (v₂ * X₁) := step hv₂ hX₁ hX
    _ = rpaIntegrand (X₁ * v₂) := rpaIntegrand_mul_comm _ _
    _ ≤ rpaIntegrand (X₁ * v₁) := step hX₁ hv₁ hv
    _ = rpaIntegrand (v₁ * X₁) := rpaIntegrand_mul_comm _ _
```

## A negative Q₁ can reverse the order

For the 1 × 1 matrices Q₁ = −1/2 and Q₂ = 0,

f(Q₁) = ln(1/2) + 1/2 < 0 = f(Q₂),

although Q₂ ≥ Q₁. Positive definiteness of 1 + Q₁ is thus not enough to replace Q₁ ≥ 0.

```lean
/-- For the one-dimensional matrices `Q₁ = -1/2` and `Q₂ = 0`, the difference `Q₂ - Q₁` is positive
semidefinite, yet the RPA integrand of `Q₁` is strictly below that of `Q₂`. -/
theorem order_reversed_for_negative :
    ((0 : Matrix (Fin 1) (Fin 1) ℝ) - !![-1/2]).PosSemidef ∧
      rpaIntegrand !![(-1/2 : ℝ)] < rpaIntegrand (0 : Matrix (Fin 1) (Fin 1) ℝ) := by
  constructor
  · have e : (0 : Matrix (Fin 1) (Fin 1) ℝ) - !![-1/2] = diagonal (fun _ => 1/2) := by
      ext i j
      fin_cases i
      fin_cases j
      norm_num
    rw [e]
    exact PosSemidef.diagonal (fun _ => by norm_num)
  · have e₁ : (1 + !![(-1/2 : ℝ)]).det = 1/2 := by
      rw [det_fin_one]
      norm_num [Matrix.add_apply]
    have e₂ : (!![(-1/2 : ℝ)]).trace = -1/2 := by
      rw [trace_fin_one]
      rfl
    have hl := Real.log_lt_sub_one_of_pos (x := 1/2) (by norm_num) (by norm_num)
    unfold rpaIntegrand
    rw [e₁, e₂, add_zero, det_one, Real.log_one, trace_zero]
    linarith

end RPAIntegrandMonotone
```

```lean
#print axioms RPAIntegrandMonotone.rpaIntegrand_mul_comm
-- 'RPAIntegrandMonotone.rpaIntegrand_mul_comm' depends on axioms: [propext, Classical.choice, Quot.sound]
#print axioms RPAIntegrandMonotone.stronger_interaction_and_response
-- 'RPAIntegrandMonotone.stronger_interaction_and_response' depends on axioms: [propext, Classical.choice, Quot.sound]
#print axioms RPAIntegrandMonotone.order_reversed_for_negative
-- 'RPAIntegrandMonotone.order_reversed_for_negative' depends on axioms: [propext, Classical.choice, Quot.sound]
```
